# A three-bond molecule with independent constraints and a divergent LINCS series

Q: Take three constraints with a normalised matrix that has 1 on the diagonal and 0.6 everywhere else. Its eigenvalues are 0.4, 0.4 and 2.2, so it is invertible. LINCS writes it as $1-A$ and expands $(1-A)^{-1}=1+A+A^2+\dots$, but $A$ has the eigenvalue $-1.2$ and its powers grow. With only two constraints $A$ would have eigenvalues $\pm0.6$, and the series would converge. I accept the algebra. What I doubt is that such a matrix comes from a mechanical model.

A: It does, for a central atom of mass $m_0$ bonded to three atoms of mass $m$ along
$$u_0=\tfrac13(1,2,2),\quad u_1=\tfrac13(2,1,2),\quad u_2=\tfrac13(2,2,1).$$
These are unit vectors with $u_i\cdot u_j=8/9$ for $i\ne j$. Let $B$ be the matrix of bond-length gradients and $M$ the diagonal mass matrix. The constraint matrix is $G=BM^{-1}B^T$. Bond $i$ pulls on the centre and on its own outer atom, and two different bonds share only the centre, so
$$G_{ii}=\frac1{m_0}+\frac1m,\qquad G_{ij}=\frac{8}{9m_0}\quad(i\neq j).$$
Dividing by the common diagonal entry leaves 1 on the diagonal and
$$a=\frac{8m}{9(m_0+m)}$$
off it. For $m_0=1$, $m=2$ this is $a=16/27\approx0.59$, close to your 0.6.

Q: Then show me that the file starts from the molecule and not from the convenient matrix.

A: It starts from the bond vectors, stored as rows.

In Lean 4 with Mathlib:

```lean
import Mathlib

open Matrix Filter
open scoped Topology

namespace LincsDivergence

noncomputable section

/-- The three unit bond vectors, one per row: (1,2,2)/3, (2,1,2)/3 and (2,2,1)/3. -/
def bond : Matrix (Fin 3) (Fin 3) ℝ :=
  !![1/3, 2/3, 2/3; 2/3, 1/3, 2/3; 2/3, 2/3, 1/3]
```

The atoms are labelled by `Option (Fin 3)`: `none` is the centre and `some j` is the outer atom of bond `j`. A column of the Jacobian is an atom together with a Cartesian direction, so there are twelve columns. Each bond vector points outwards, which gives the centre a minus sign and the outer atom a plus sign.

```lean
/-- Gradients of the three bond lengths with respect to all atomic coordinates.
The atom `none` is the centre and `some j` is the outer atom of bond `j`. -/
def jacobian : Matrix (Fin 3) (Option (Fin 3) × Fin 3) ℝ
  | i, (none, k) => -bond i k
  | i, (some j, k) => if j = i then bond i k else 0

/-- The mass of each atom: `m₀` at the centre, `m` outside. -/
def mass (m₀ m : ℝ) : Option (Fin 3) → ℝ
  | none => m₀
  | some _ => m

/-- The diagonal matrix `M⁻¹` of inverse masses, one entry per atomic coordinate. -/
def inverseMass (m₀ m : ℝ) :
    Matrix (Option (Fin 3) × Fin 3) (Option (Fin 3) × Fin 3) ℝ :=
  diagonal fun p => (mass m₀ m p.1)⁻¹

/-- The constraint matrix `B M⁻¹ Bᵀ` of the molecule. -/
def constraintMatrix (m₀ m : ℝ) : Matrix (Fin 3) (Fin 3) ℝ :=
  jacobian * inverseMass m₀ m * jacobianᵀ
```

Bond lengths do not appear, because the gradient of a length with respect to the position of either end atom is a unit vector whatever the length is.

Q: And the normalisation? LINCS depends on how the diagonal is scaled.

A: The scaling is $S=\mathrm{diag}(1/\sqrt{G_{ii}})$ and the coupling matrix is $A=1-SGS$. Hence $G^{-1}=S(1-A)^{-1}S$, and the series is meant to supply the middle factor. `lincsSum A N` holds the $N$ terms $1+A+\dots+A^{N-1}$.

```lean
/-- The LINCS coupling matrix `A = 1 - S G S`, where `S` is the diagonal matrix with entries `1 /
√(G i i)`. -/
def lincsCoupling (G : Matrix (Fin 3) (Fin 3) ℝ) : Matrix (Fin 3) (Fin 3) ℝ :=
  1 - diagonal (fun i => 1 / √(G i i)) * G * diagonal (fun i => 1 / √(G i i))

/-- The coupling matrix of the molecule with central mass `m₀` and outer masses `m`. -/
def coupling (m₀ m : ℝ) : Matrix (Fin 3) (Fin 3) ℝ :=
  lincsCoupling (constraintMatrix m₀ m)

/-- The LINCS series truncated after `N` terms. -/
def lincsSum (A : Matrix (Fin 3) (Fin 3) ℝ) (N : ℕ) : Matrix (Fin 3) (Fin 3) ℝ :=
  ∑ n ∈ Finset.range N, A ^ n
```

Two abbreviations serve the analysis: `strength` is $a$, and `uniform` is the matrix $Q$ with all entries $1/3$, the projector onto $(1,1,1)/\sqrt3$.

```lean
/-- The magnitude of the coupling between two bonds. -/
def strength (m₀ m : ℝ) : ℝ := 8 * m / (9 * (m₀ + m))

/-- The projector onto the vector with equal components on all three bonds. -/
def uniform : Matrix (Fin 3) (Fin 3) ℝ := Matrix.of fun _ _ => 1 / 3
```

Q: The bonds are only about 27° apart. Perhaps the series fails because the constraints are nearly redundant.

A: They are independent for any masses. Suppose a combination $\sum_i g_i\nabla_i$ of the three gradients vanishes. Only bond $i$ moves outer atom $i$, so the $x$ component on that atom reads $g_i(u_i)_x=0$, and $(u_i)_x\neq0$ gives $g_i=0$. The proof reads off the same component, `(some i, 0)`.

```lean
/-- The gradients of the three bond constraints are linearly independent. -/
theorem constraints_independent : LinearIndependent ℝ (fun i => jacobian i) := by
  refine Fintype.linearIndependent_iff.2 fun g hg i => ?_
  have hb : bond i 0 ≠ 0 := by fin_cases i <;> norm_num [bond]
  -- only bond `i` moves the outer atom `i`
  have h := congrFun hg (some i, 0)
  simpa [Finset.sum_apply, jacobian, hb] using h
```

Near-redundancy would also show up as an eigenvalue of $1-A$ close to zero, that is, an eigenvalue of $A$ close to $+1$. The trouble here sits at the other end of the spectrum, below $-1$.

Q: Where is $G$ computed?

A: Here, by writing out the sum over atoms and directions and checking all nine entries.

```lean
/-- The constraint matrix has diagonal entries `1/m₀ + 1/m` and off-diagonal entries
`8/(9 m₀)`. -/
theorem constraintMatrix_apply (m₀ m : ℝ) (i j : Fin 3) :
    constraintMatrix m₀ m i j = if i = j then 1 / m₀ + 1 / m else 8 / (9 * m₀) := by
  rw [constraintMatrix, Matrix.mul_apply]
  simp only [inverseMass, Matrix.mul_diagonal, Matrix.transpose_apply, Fintype.sum_prod_type,
    Fintype.sum_option, Fin.sum_univ_three, jacobian, mass]
  fin_cases i <;> fin_cases j <;> simp [bond] <;> ring
```

Next comes $A$ itself. It has zero diagonal and $-a$ elsewhere, so $A=a\,1-3aQ$, or
$$A=a(1-Q)-2a\,Q.$$
Relative motions of the bonds get the factor $a$, and the uniform combination gets $-2a$. In the proof, `key` turns the two factors $1/\sqrt D$ into a division by $D$, after which diagonal and off-diagonal entries are compared separately.

```lean
/-- The coupling matrix acts as `-2a` on the uniform vector and as `a` on its orthogonal
complement, where `a` is the coupling strength. -/
theorem coupling_eq {m₀ m : ℝ} (h₀ : 0 < m₀) (hm : 0 < m) :
    coupling m₀ m = strength m₀ m • (1 - uniform) + (-2 * strength m₀ m) • uniform := by
  have hD : 0 < 1 / m₀ + 1 / m := by positivity
  have key : ∀ D x : ℝ, 0 < D → 1 / √D * x * (1 / √D) = x / D := by
    intro D x h
    calc 1 / √D * x * (1 / √D) = x / (√D * √D) := by ring
      _ = x / D := by rw [Real.mul_self_sqrt h.le]
  ext i j
  have e : coupling m₀ m i j = (1 : Matrix (Fin 3) (Fin 3) ℝ) i j
      - 1 / √(constraintMatrix m₀ m i i) * constraintMatrix m₀ m i j
        * (1 / √(constraintMatrix m₀ m j j)) := by
    rw [coupling, lincsCoupling, Matrix.sub_apply, Matrix.mul_diagonal, Matrix.diagonal_mul]
  rw [e]
  simp only [constraintMatrix_apply, if_true]
  rw [key _ _ hD]
  simp only [Matrix.add_apply, Matrix.smul_apply, Matrix.sub_apply, smul_eq_mul, uniform,
    Matrix.of_apply, Matrix.one_apply]
  by_cases h : i = j
  · simp only [if_pos h]
    rw [div_self hD.ne']
    ring
  · simp only [if_neg h]
    have hs : m₀ + m ≠ 0 := by positivity
    have h2 : 8 / (9 * m₀) / (1 / m₀ + 1 / m) = strength m₀ m := by
      have h3 : 1 / m₀ + 1 / m = (m₀ + m) / (m₀ * m) := by
        rw [div_add_div _ _ h₀.ne' hm.ne']
        ring
      rw [h3, strength]
      field_simp
    rw [h2]
    ring
```

Q: So the powers separate.

A: They do. From $Q^2=Q$ it follows that $Q(1-Q)=(1-Q)Q=0$ and $(1-Q)^2=1-Q$. The cross terms drop out of every product, and induction on $n$ gives
$$A^n=a^n(1-Q)+(-2a)^nQ.$$

```lean
/-- The uniform projector is idempotent. -/
theorem uniform_mul_self : uniform * uniform = uniform := by
  ext i j
  simp only [Matrix.mul_apply, uniform, Matrix.of_apply, Fin.sum_univ_three]
  norm_num

/-- Each term of the LINCS series in closed form. -/
theorem coupling_pow {m₀ m : ℝ} (h₀ : 0 < m₀) (hm : 0 < m) (n : ℕ) :
    coupling m₀ m ^ n =
      strength m₀ m ^ n • (1 - uniform) + (-2 * strength m₀ m) ^ n • uniform := by
  have hQ := uniform_mul_self
  have h1 : (1 - uniform) * uniform = 0 := by rw [sub_mul, one_mul, hQ, sub_self]
  have h2 : uniform * (1 - uniform) = 0 := by rw [mul_sub, mul_one, hQ, sub_self]
  have h3 : (1 - uniform) * (1 - uniform) = 1 - uniform := by
    rw [mul_sub, mul_one, h1, sub_zero]
  induction n with
  | zero => simp
  | succ n ih =>
    rw [pow_succ, ih, coupling_eq h₀ hm]
    simp only [add_mul, mul_add, smul_mul_assoc, mul_smul_comm, h1, h2, h3, hQ, smul_zero,
      add_zero, zero_add, pow_succ]
    module
```

Q: Does the exact inverse exist for all masses, or only for your chosen pair?

A: For all positive masses. The eigenvalues of $1-A$ are $1-a$, twice, and $1+2a$, so
$$\det(1-A)=(1-a)^2(1+2a).$$
Since $8m<9(m_0+m)$, we have $0<a<1$ and the determinant is positive. The file expands the $3\times3$ determinant directly and reaches the same product.

```lean
/-- For all positive masses `1 - A` is invertible. -/
theorem isUnit_det_one_sub {m₀ m : ℝ} (h₀ : 0 < m₀) (hm : 0 < m) :
    IsUnit (1 - coupling m₀ m).det := by
  have ha : 0 < strength m₀ m := by unfold strength; positivity
  have ha1 : strength m₀ m < 1 := by
    rw [strength, div_lt_one (by positivity)]
    linarith
  have hdet : (1 - coupling m₀ m).det
      = (1 - strength m₀ m) ^ 2 * (1 + 2 * strength m₀ m) := by
    rw [coupling_eq h₀ hm, Matrix.det_fin_three]
    simp [uniform]
    ring
  rw [hdet]
  have : 0 < 1 - strength m₀ m := by linarith
  exact IsUnit.mk0 _ (by positivity)
```

Q: When does the series work, then?

A: When $2a<1$, which means $16m<9(m_0+m)$, or $7m<9m_0$. In that case both $a^n$ and $(-2a)^n$ tend to zero, so $A^n\to0$. The geometric identity
$$\Big(\sum_{n<N}A^n\Big)(1-A)=1-A^N,$$
multiplied from the right by $(1-A)^{-1}$, shows that the truncated sums tend to $(1-A)^{-1}$. The limit is taken entry by entry.

```lean
/-- If `7 m < 9 m₀`, the LINCS series converges to the exact inverse of `1 - A`. -/
theorem lincs_tendsto_inverse {m₀ m : ℝ} (h₀ : 0 < m₀) (hm : 0 < m) (h : 7 * m < 9 * m₀) :
    Tendsto (lincsSum (coupling m₀ m)) atTop (𝓝 (1 - coupling m₀ m)⁻¹) := by
  have ha : 0 < strength m₀ m := by unfold strength; positivity
  have ha2 : strength m₀ m < 1 / 2 := by
    rw [strength, div_lt_iff₀ (by positivity)]
    linarith
  have t1 : Tendsto (fun n : ℕ => strength m₀ m ^ n) atTop (𝓝 0) :=
    tendsto_pow_atTop_nhds_zero_iff.2 (abs_lt.2 ⟨by linarith, by linarith⟩)
  have t2 : Tendsto (fun n : ℕ => (-2 * strength m₀ m) ^ n) atTop (𝓝 0) :=
    tendsto_pow_atTop_nhds_zero_iff.2 (abs_lt.2 ⟨by linarith, by linarith⟩)
  have t3 := (t1.smul_const (1 - uniform)).add (t2.smul_const uniform)
  simp only [zero_smul, add_zero] at t3
  have t4 : Tendsto (fun n : ℕ => coupling m₀ m ^ n) atTop (𝓝 0) :=
    t3.congr fun n => (coupling_pow h₀ hm n).symm
  -- the truncated sum is `(1 - A ^ N) (1 - A)⁻¹`
  have t5 := (t4.const_sub 1).mul_const (1 - coupling m₀ m)⁻¹
  rw [sub_zero, one_mul] at t5
  refine t5.congr fun N => ?_
  rw [lincsSum, ← geom_sum_mul_neg, mul_assoc,
    Matrix.mul_nonsing_inv _ (isUnit_det_one_sub h₀ hm), mul_one]
```

Q: That is the easy direction. Could the sums settle down in some other way when $2a\ge1$?

A: No. If the sums converge to any matrix $L$, the difference of consecutive sums, which is $A^N$, must tend to zero. Multiplying by $Q$ isolates the uniform part, $A^nQ=(-2a)^nQ$. The top-left entry of $Q$ is $1/3$, so three times the top-left entry of $A^nQ$ is exactly $(-2a)^n$. This number tends to zero only if $2a<1$. The proof applies the same continuous map, `3 * (M * uniform) 0 0`, to the powers.

```lean
/-- The LINCS series of this molecule converges exactly when `7 m < 9 m₀`. -/
theorem lincs_converges_iff {m₀ m : ℝ} (h₀ : 0 < m₀) (hm : 0 < m) :
    (∃ L, Tendsto (lincsSum (coupling m₀ m)) atTop (𝓝 L)) ↔ 7 * m < 9 * m₀ := by
  refine ⟨?_, fun h => ⟨_, lincs_tendsto_inverse h₀ hm h⟩⟩
  rintro ⟨L, hL⟩
  -- the terms of a convergent series vanish in the limit
  have t := (hL.comp (tendsto_add_atTop_nat 1)).sub hL
  rw [sub_self] at t
  have t1 : Tendsto (fun n : ℕ => coupling m₀ m ^ n) atTop (𝓝 0) := by
    refine t.congr fun n => ?_
    simp only [Function.comp_apply, lincsSum, Finset.sum_range_succ, add_sub_cancel_left]
  -- project onto the uniform vector
  have hc : Continuous fun M : Matrix (Fin 3) (Fin 3) ℝ => 3 * (M * uniform) 0 0 :=
    continuous_const.mul ((continuous_id.mul continuous_const).matrix_elem 0 0)
  have e : ∀ n : ℕ, 3 * (coupling m₀ m ^ n * uniform) 0 0 = (-2 * strength m₀ m) ^ n := by
    intro n
    rw [coupling_pow h₀ hm, add_mul, smul_mul_assoc, smul_mul_assoc, sub_mul, one_mul,
      uniform_mul_self, sub_self, smul_zero, zero_add, Matrix.smul_apply, smul_eq_mul]
    simp only [uniform, Matrix.of_apply]
    ring
  have t2 := (hc.tendsto 0).comp t1
  simp only [Function.comp_def, e, zero_mul, Matrix.zero_apply, mul_zero] at t2
  have h1 := (abs_lt.1 (tendsto_pow_atTop_nhds_zero_iff.1 t2)).1
  have h2 : strength m₀ m < 1 / 2 := by linarith
  rw [strength, div_lt_iff₀ (by positivity)] at h2
  linarith
```

The limiting case $7m=9m_0$ belongs to the divergent side. There $a=1/2$, and the uniform part of the sum alternates between 1 and 0 while the exact inverse has the value $1/2$. At the other extreme, a very heavy centre sends $a$ to zero and the bonds decouple.

Q: Now state the counter-example in words.

A: For central mass 1 and outer masses 2, four things hold together. The three constraint gradients are linearly independent. The matrix $1-A$ is invertible. The vector $(1,1,1)$, or equally its normalised form $(1,1,1)/\sqrt3$, is an eigenvector of $A$ with eigenvalue $-2a=-32/27$. And no matrix $L$ is the limit of the truncated LINCS sums. The first two parts and the last come from the general theorems, the last because $14<9$ is false. The eigenvalue is a direct evaluation.

```lean
/-- For central mass 1 and outer masses 2 the constraints are independent and `1 - A` is
invertible, yet `A` has the eigenvalue `-32/27` and the LINCS series diverges. -/
theorem lincs_counterexample :
    LinearIndependent ℝ (fun i => jacobian i) ∧
    IsUnit (1 - coupling 1 2).det ∧
    coupling 1 2 *ᵥ ![1, 1, 1] = (-32 / 27 : ℝ) • ![1, 1, 1] ∧
    ¬ ∃ L, Tendsto (lincsSum (coupling 1 2)) atTop (𝓝 L) := by
  refine ⟨constraints_independent, isUnit_det_one_sub one_pos two_pos, ?_, ?_⟩
  · rw [coupling_eq one_pos two_pos]
    ext i
    fin_cases i <;>
      simp [Matrix.mulVec, dotProduct, Fin.sum_univ_three, uniform, strength,
        Matrix.one_apply] <;>
      norm_num
  · rw [lincs_converges_iff one_pos two_pos]
    norm_num

end

end LincsDivergence
```

```lean
#print axioms LincsDivergence.constraints_independent
#print axioms LincsDivergence.lincs_counterexample
```

```
'LincsDivergence.constraints_independent' depends on axioms: [propext, Classical.choice, Quot.sound]
'LincsDivergence.lincs_counterexample' depends on axioms: [propext, Classical.choice, Quot.sound]
```

Q: A simulation code truncates the series after a few terms. Why should it care about the limit?

A: Because the truncation error is $A^N(1-A)^{-1}$. Its uniform part has magnitude $(32/27)^N/(1+32/27)$, which grows with every added term. On the relative motions the error is $(16/27)^N/(1-16/27)$, which is larger at first but shrinks. For this one fixed configuration with these masses, the largest error factor (the operator norm of the error) therefore falls up to $N=3$ terms, and every further term makes it worse. A right-hand side with no uniform component would escape, since it only meets the factor $a=16/27$.

Q: And what does this leave open about LINCS as it is run?

A: A good deal. The theorems treat the matrix series at a single fixed configuration. They contain no time step, no correction for bond lengthening by rotation and no repeated application of the solver. The geometry is also artificial: three bonds this close together are not ordinary chemistry, and with equal masses even this molecule satisfies $7m<9m_0$. The example refutes one inference, namely that independent constraints and an invertible matrix are enough for the expansion to converge.
